# A normalised bivariational coupled-cluster density matrix $e^{T}r\,l\,e^{-T}$ commutes with $H$ exactly when $r$ and $l$ are right and left eigenvectors of $\bar H=e^{-T}He^{T}$

## Kets, bras and the transformed operator

All operators are complex square matrices over a finite basis. The cluster operator $T$ is nilpotent: some power of it vanishes, so $e^{T}=\sum_k T^k/k!$ is a finite sum. For any operator $V$, the similarity-transformed operator is

$$\bar V = e^{-T}Ve^{T}.$$

The reference ket $r$ is a column vector and the bra $l$ is a row vector. They are independent: $l$ need not be the conjugate transpose of $r$, and $l\cdot r=\sum_i l_i r_i$ contains no complex conjugation. They are normalised against each other by $l\cdot r=1$. Write $P=r\,l$ for their outer product, with entries $P_{ij}=r_i l_j$. The bivariational density matrix is

$$\rho = e^{T}\,r\,l\,e^{-T}.$$

In coupled-cluster theory $r$ is the reference determinant $|0\rangle$. The bra is $\langle 0|(1+\Lambda)$ in the standard Lagrangian form and $\langle 0|e^{\Sigma}$ in the extended form, where $\Lambda$ and $\Sigma$ are de-excitation operators. Both choices satisfy $l\cdot r=1$.

## Idempotency, trace and expectation values

The outer product acts on a ket $c$ by $Pc=(l\cdot c)\,r$. Hence $P^2=(l\cdot r)P=P$.

The two exponentials are mutually inverse. In $e^{T}e^{-T}$ the coefficient of $T^k$ is

$$\sum_{j=0}^{k}\frac{(-1)^{k-j}}{j!\,(k-j)!}=\frac{(1-1)^k}{k!},$$

which is zero for $k\ge 1$ and one for $k=0$. The same holds in the other order, so

$$\rho^2=e^{T}P\,(e^{-T}e^{T})\,Pe^{-T}=e^{T}P^2e^{-T}=\rho.$$

Cyclicity of the trace gives, for every $V$,

$$\mathrm{tr}(\rho V)=\mathrm{tr}(P\,e^{-T}Ve^{T})=\mathrm{tr}(r\,l\,\bar V)=l\,\bar V\,r.$$

With $V=1$ this becomes $\mathrm{tr}\,\rho=l\cdot r=1$. Thus $\rho$ is a projector, though in general not a Hermitian one.

## Commutation as a pair of eigenvalue equations

Let $H$ be the Hamiltonian. Conjugating its commutator with $\rho$ by the exponentials gives

$$e^{-T}(H\rho-\rho H)e^{T}=\bar HP-P\bar H=(\bar Hr)\,l-r\,(l\bar H).$$

Since the exponentials are invertible, $H\rho=\rho H$ holds exactly when $(\bar Hr)\,l=r\,(l\bar H)$.

Suppose this equation holds. Applying both sides to $r$ gives $\bar Hr=(l\bar Hr)\,r$. Multiplying by $l$ from the left gives $(l\bar Hr)\,l=l\bar H$. Both vectors are therefore eigenvectors.

Conversely, let $\bar Hr=Er$ and $l\bar H=E'l$. Evaluating $l\bar Hr$ in two ways gives $E=E'$, because $l\cdot r=1$. Then $(\bar Hr)\,l-r\,(l\bar H)=(E-E')\,r\,l=0$.

Either eigenvalue equation alone already fixes the energy: $\mathrm{tr}(\rho H)=l\bar Hr=E$.

## Stationarity under all variations

Under $\rho\mapsto e^{\varepsilon X}\rho\,e^{-\varepsilon X}$ the first-order change of $\mathrm{tr}(\rho H)$ is $\varepsilon\,\mathrm{tr}(\rho[H,X])$. Cyclicity rewrites this trace as $\mathrm{tr}([\rho,H]X)$. If it vanishes for every $X$, take $X$ with a single entry 1 in row $j$, column $i$; the trace is then the entry $[\rho,H]_{ij}$, so the commutator is zero. The converse is immediate.

For finite matrices and unrestricted $X$, bivariational stationarity is thus equivalent to solving both eigenvalue problems exactly. A truncated calculation imposes only some of these conditions, and its $\rho$ need not commute with $H$.

## Densities in a coupled-cluster program

With the standard bra $l=\langle 0|(1+\Lambda)$, a program can solve for the amplitudes in $T$, then for those in $\Lambda$, and assemble the one-body density, without orbital relaxation, from

$$\gamma_{pq}=l\,e^{-T}a_p^\dagger a_q\,e^{T}r,$$

which is the trace formula with $V=a_p^\dagger a_q$. Here $a_p^\dagger$ and $a_q$ create and annihilate an electron in the orthonormal spin orbitals $p$ and $q$. The full matrix $\rho$ is not needed for this. If $T$ conserves particle number, $\sum_p\gamma_{pp}$ must equal the electron number, a quick test of the contraction code. With real orbitals $\gamma$ is generally not symmetric; symmetrising it leaves the expectation value of a symmetric one-body operator unchanged.

## What the theorems say

The type `n` indexes the finite basis, and `Matrix n n ℂ` holds the operators. `bar T V` is $\bar V$, `density T r l` is $\rho$, and `vecMulVec r l` is $r\,l$. The symbol `*ᵥ` applies a matrix to a ket, `ᵥ*` applies a bra to a matrix, and `⬝ᵥ` is the overlap without conjugation.

The theorem `bivariational_density` assumes `IsNilpotent T` and `l ⬝ᵥ r = 1`. It states four things: $\rho^2=\rho$, $\mathrm{tr}\,\rho=1$, the expectation formula for every $V$, and the equivalence between commutation and the two eigenvalue equations. The equivalence allows separate eigenvalues `E` and `E'`; their equality is derived. The normalisation also makes both vectors non-zero, so they are eigenvectors in the usual sense.

$H$ is an arbitrary matrix, Hermitian or not, and $r$ is any vector compatible with the normalisation. Fock space, the excitation structure of $T$ and the amplitude equations do not enter, and no solution of the eigenvalue equations is constructed.

In Lean 4 with Mathlib:

```lean
import Mathlib

open Matrix

namespace BivariationalCoupledCluster

noncomputable section

variable {n : Type*} [Fintype n] [DecidableEq n]

/-- The similarity-transformed operator `exp(-T) V exp(T)`, with the terminating
exponential series of a nilpotent cluster operator. -/
def bar (T V : Matrix n n ℂ) : Matrix n n ℂ :=
  IsNilpotent.exp (-T) * V * IsNilpotent.exp T

/-- The bivariational density matrix `exp(T) r l exp(-T)` built from a reference ket `r`
and a bra `l`. -/
def density (T : Matrix n n ℂ) (r l : n → ℂ) : Matrix n n ℂ :=
  IsNilpotent.exp T * vecMulVec r l * IsNilpotent.exp (-T)

omit [DecidableEq n] in
/-- The outer product of a ket `a` and a bra `b` sends a ket `c` to `a` times the
overlap of `b` and `c`. -/
theorem outer_mulVec (a b c : n → ℂ) : vecMulVec a b *ᵥ c = (b ⬝ᵥ c) • a := by
  ext i
  simp only [mulVec, dotProduct, vecMulVec_apply, Pi.smul_apply, smul_eq_mul, Finset.sum_mul]
  exact Finset.sum_congr rfl fun k _ => by ring

/-- The expectation value `tr(ρ V)` is the matrix element of the similarity-transformed
operator between the bra `l` and the reference `r`. -/
theorem trace_density_mul (T V : Matrix n n ℂ) (r l : n → ℂ) :
    trace (density T r l * V) = l ⬝ᵥ (bar T V *ᵥ r) := by
  have h : density T r l * V
      = IsNilpotent.exp T * (vecMulVec r l * IsNilpotent.exp (-T) * V) := by
    simp only [density, mul_assoc]
  have h' : vecMulVec r l * IsNilpotent.exp (-T) * V * IsNilpotent.exp T
      = vecMulVec r l * bar T V := by
    simp only [bar, mul_assoc]
  -- cyclicity of the trace moves `exp(T)` to the right
  rw [h, trace_mul_comm, h', trace_mul_comm, mul_vecMulVec, trace_vecMulVec, dotProduct_comm]

/-- The Hamiltonian commutes with the density matrix exactly when the
similarity-transformed Hamiltonian commutes with the outer product of `r` and `l`. -/
theorem commute_density_iff_bar {T : Matrix n n ℂ} (hT : IsNilpotent T)
    (H : Matrix n n ℂ) (r l : n → ℂ) :
    H * density T r l = density T r l * H ↔
      bar T H * vecMulVec r l = vecMulVec r l * bar T H := by
  have hUW : IsNilpotent.exp T * IsNilpotent.exp (-T) = 1 :=
    IsNilpotent.exp_mul_exp_neg_self hT
  have hWU : IsNilpotent.exp (-T) * IsNilpotent.exp T = 1 := mul_eq_one_comm.mp hUW
  unfold density bar
  generalize IsNilpotent.exp T = U at *
  generalize IsNilpotent.exp (-T) = W at *
  generalize vecMulVec r l = P
  constructor
  · intro h
    calc W * H * U * P = W * H * U * P * (W * U) := by rw [hWU, mul_one]
      _ = W * (H * (U * P * W)) * U := by simp only [mul_assoc]
      _ = W * (U * P * W * H) * U := by rw [h]
      _ = (W * U) * (P * (W * H * U)) := by simp only [mul_assoc]
      _ = P * (W * H * U) := by rw [hWU, one_mul]
  · intro h
    calc H * (U * P * W) = (U * W) * (H * (U * P * W)) := by rw [hUW, one_mul]
      _ = U * (W * H * U * P) * W := by simp only [mul_assoc]
      _ = U * (P * (W * H * U)) * W := by rw [h]
      _ = U * P * W * H * (U * W) := by simp only [mul_assoc]
      _ = U * P * W * H := by rw [hUW, mul_one]

/-- For nilpotent `T` and `l r = 1`, the bivariational density matrix is idempotent, has unit
trace, and gives expectation values through similarity-transformed operators; it commutes with
`H` exactly when `r` and `l` are right and left eigenvectors of `exp(-T) H exp(T)`. -/
theorem bivariational_density {T : Matrix n n ℂ} (hT : IsNilpotent T)
    {r l : n → ℂ} (hlr : l ⬝ᵥ r = 1) (H : Matrix n n ℂ) :
    density T r l * density T r l = density T r l ∧
    trace (density T r l) = 1 ∧
    (∀ V, trace (density T r l * V) = l ⬝ᵥ (bar T V *ᵥ r)) ∧
    (H * density T r l = density T r l * H ↔
      (∃ E : ℂ, bar T H *ᵥ r = E • r) ∧ (∃ E' : ℂ, l ᵥ* bar T H = E' • l)) := by
  have hUW : IsNilpotent.exp T * IsNilpotent.exp (-T) = 1 :=
    IsNilpotent.exp_mul_exp_neg_self hT
  have hWU : IsNilpotent.exp (-T) * IsNilpotent.exp T = 1 := mul_eq_one_comm.mp hUW
  have hP : vecMulVec r l * vecMulVec r l = vecMulVec r l := by
    rw [mul_vecMulVec, outer_mulVec, hlr, one_smul]
  refine ⟨?_, ?_, fun V => trace_density_mul T V r l, ?_⟩
  · -- the inner exponentials cancel
    calc density T r l * density T r l
        = IsNilpotent.exp T * (vecMulVec r l * ((IsNilpotent.exp (-T) * IsNilpotent.exp T)
            * vecMulVec r l)) * IsNilpotent.exp (-T) := by simp only [density, mul_assoc]
      _ = density T r l := by rw [hWU, one_mul, hP, density]
  · have h := trace_density_mul T 1 r l
    rwa [mul_one, bar, mul_one, hWU, one_mulVec, hlr] at h
  · rw [commute_density_iff_bar hT, mul_vecMulVec, vecMulVec_mul]
    constructor
    · intro h
      constructor
      · -- act on the reference ket
        refine ⟨(l ᵥ* bar T H) ⬝ᵥ r, ?_⟩
        have h1 := congrArg (fun M => M *ᵥ r) h
        simpa only [outer_mulVec, hlr, one_smul] using h1
      · -- contract the matrix equation with the bra from the left, entry by entry
        refine ⟨l ⬝ᵥ (bar T H *ᵥ r), ?_⟩
        ext j
        have h1 : ∀ i, (bar T H *ᵥ r) i * l j = r i * (l ᵥ* bar T H) j := fun i => by
          simpa only [vecMulVec_apply] using congrFun (congrFun h i) j
        calc (l ᵥ* bar T H) j = (l ⬝ᵥ r) * (l ᵥ* bar T H) j := by rw [hlr, one_mul]
          _ = ∑ i, l i * (r i * (l ᵥ* bar T H) j) := by
            simp only [dotProduct, Finset.sum_mul, mul_assoc]
          _ = ∑ i, l i * ((bar T H *ᵥ r) i * l j) := by simp only [h1]
          _ = ((l ⬝ᵥ (bar T H *ᵥ r)) • l) j := by
            simp only [dotProduct, Pi.smul_apply, smul_eq_mul, Finset.sum_mul, mul_assoc]
    · rintro ⟨⟨E, hE⟩, ⟨E', hE'⟩⟩
      -- the normalization forces both eigenvalues to agree
      have hEE : E = E' := by
        have h := dotProduct_mulVec l (bar T H) r
        rw [hE, hE', dotProduct_smul, smul_dotProduct, hlr] at h
        simpa using h
      rw [hE, hE', hEE]
      ext i j
      simp only [vecMulVec_apply, Pi.smul_apply, smul_eq_mul]
      ring

/-- If `r` is a right or `l` a left eigenvector of the similarity-transformed Hamiltonian,
with `l r = 1`, then its eigenvalue is the energy `tr(ρ H)`. -/
theorem energy_eq_eigenvalue (T H : Matrix n n ℂ) {r l : n → ℂ} (hlr : l ⬝ᵥ r = 1) {E : ℂ}
    (h : bar T H *ᵥ r = E • r ∨ l ᵥ* bar T H = E • l) :
    trace (density T r l * H) = E := by
  rw [trace_density_mul]
  rcases h with h | h
  · rw [h, dotProduct_smul, hlr, smul_eq_mul, mul_one]
  · rw [dotProduct_mulVec, h, smul_dotProduct, hlr, smul_eq_mul, mul_one]

/-- The expectation value of the commutator `[H, X]` vanishes for every operator `X` exactly
when `H` commutes with the density matrix. -/
theorem stationary_iff_commute (T H : Matrix n n ℂ) (r l : n → ℂ) :
    (∀ X, trace (density T r l * (H * X - X * H)) = 0) ↔
      H * density T r l = density T r l * H := by
  generalize density T r l = ρ
  have key : ∀ X, trace (ρ * (H * X - X * H)) = trace ((ρ * H - H * ρ) * X) := fun X => by
    rw [mul_sub, sub_mul, trace_sub, trace_sub, ← mul_assoc ρ X H, trace_mul_comm (ρ * X) H,
      ← mul_assoc, ← mul_assoc]
  simp only [key]
  constructor
  · intro h
    generalize hA : ρ * H - H * ρ = A at h
    have hA0 : A = 0 := by
      ext i j
      -- test with the operator that has a single non-zero entry
      have h1 := h (vecMulVec (Pi.single j 1) (Pi.single i 1))
      rw [mul_vecMulVec, trace_vecMulVec] at h1
      simpa using h1
    exact (sub_eq_zero.mp (hA.trans hA0)).symm
  · intro h X
    rw [h, sub_self, zero_mul, trace_zero]

/-- A two-level instance with excitation amplitude `t` and bra amplitude `s`: `T` is nilpotent,
`l r = 1`, and the density matrix is given explicitly. -/
theorem bivariational_density_witness (t s : ℂ) :
    IsNilpotent !![0, 0; t, 0] ∧ ![1, s] ⬝ᵥ ![1, 0] = 1 ∧
    density !![0, 0; t, 0] ![1, 0] ![1, s]
      = !![1 - s * t, s; t * (1 - s * t), t * s] := by
  have hsq : ∀ u : ℂ, (!![0, 0; u, 0] : Matrix (Fin 2) (Fin 2) ℂ) ^ 2 = 0 := fun u => by
    rw [pow_two]
    ext i j
    fin_cases i <;> fin_cases j <;> simp [Matrix.mul_apply, Fin.sum_univ_succ]
  -- the exponential series stops after the linear term
  have hexp : ∀ u : ℂ, IsNilpotent.exp (!![0, 0; u, 0] : Matrix (Fin 2) (Fin 2) ℂ)
      = !![1, 0; u, 1] := fun u => by
    rw [IsNilpotent.exp_eq_sum (hsq u)]
    ext i j
    fin_cases i <;> fin_cases j <;> simp [Finset.sum_range_succ]
  have hneg : -(!![0, 0; t, 0] : Matrix (Fin 2) (Fin 2) ℂ) = !![0, 0; -t, 0] := by
    ext i j
    fin_cases i <;> fin_cases j <;> simp
  refine ⟨⟨2, hsq t⟩, by simp [dotProduct, Fin.sum_univ_succ], ?_⟩
  have hout : vecMulVec (![1, 0] : Fin 2 → ℂ) ![1, s] = !![1, s; 0, 0] := by
    ext i j
    rw [vecMulVec_apply]
    fin_cases i <;> fin_cases j <;> simp
  rw [density, hneg, hexp, hexp, hout]
  ext i j
  fin_cases i <;> fin_cases j <;>
    simp [Matrix.mul_apply, Fin.sum_univ_succ] <;> ring

end

end BivariationalCoupledCluster
```

```lean
#print axioms BivariationalCoupledCluster.bivariational_density
#print axioms BivariationalCoupledCluster.energy_eq_eigenvalue
#print axioms BivariationalCoupledCluster.stationary_iff_commute
```

```
'BivariationalCoupledCluster.bivariational_density' depends on axioms: [propext, Classical.choice, Quot.sound]
'BivariationalCoupledCluster.energy_eq_eigenvalue' depends on axioms: [propext, Classical.choice, Quot.sound]
'BivariationalCoupledCluster.stationary_iff_commute' depends on axioms: [propext, Classical.choice, Quot.sound]
```

## How the proof follows the algebra

`outer_mulVec` is the rule $Pc=(l\cdot c)\,r$. `trace_density_mul` regroups the product, moves $e^{T}$ around the trace with `trace_mul_comm`, and evaluates the trace of an outer product.

`commute_density_iff_bar` carries the commutator from $H,\rho$ to $\bar H,P$. After the two inverse relations are recorded, `generalize` replaces the exponentials by plain matrices `U` and `W`. Each `calc` chain inserts a factor `W * U` or `U * W`, uses the assumed commutation, and cancels.

In `bivariational_density`, `hP` is $P^2=P$, and the unit trace is the expectation formula at $V=1$. For the right eigenvector, both sides of the matrix equation are applied to `r`. For the left one, the equation is read entry by entry, multiplied by $l_i$ and summed over $i$. In the converse, `hEE` is the double evaluation of $l\bar Hr$.

`energy_eq_eigenvalue` inserts either eigenvalue equation into the expectation formula. `stationary_iff_commute` first proves the cyclic identity `key`, then tests with the single-entry operator built from `Pi.single j 1` and `Pi.single i 1`.

`bivariational_density_witness` treats two levels with $r=(1,0)^{\mathsf T}$, $l=(1,s)$ and excitation amplitude $t$. Since $T^2=0$, the exponential is $1+T$, and

$$\rho=\begin{pmatrix}1-st & s\\ t(1-st) & ts\end{pmatrix}.$$

The diagonal sums to one, yet the excited-level entry $ts$ is $-1$ for $t=1$, $s=-1$. The diagonal entries of a bivariational density matrix are therefore not probabilities in general. These amplitudes are chosen freely and do not solve a physical two-level problem: for a non-degenerate Hermitian $H$, stationarity gives $ts=|t|^2/(1+|t|^2)$, which lies between zero and one.

## The terminating exponential in Mathlib

The proof turns on `IsNilpotent.exp`. Mathlib defines it as the sum of $T^k/k!$ for $k$ below the nilpotency class, the smallest power at which $T$ vanishes. It is purely algebraic: no norm or limit is involved. The lemma `IsNilpotent.exp_mul_exp_neg_self` turns nilpotency into $e^{T}e^{-T}=1$, and `mul_eq_one_comm` supplies the reverse order, since a one-sided inverse of a finite square matrix is two-sided.

For a matrix that is not nilpotent the defining sum is empty and equals zero, so `trace_density_mul`, `energy_eq_eigenvalue` and `stationary_iff_commute`, which carry no nilpotency hypothesis, have their physical meaning only for nilpotent $T$. In the two-level example, `IsNilpotent.exp_eq_sum` takes the proof of $T^2=0$ and returns the explicit two-term sum.
